# In a one-boson model, evGW0 improves the G0W0 satellite spacing only at weak enough coupling

**A:** Take an occupied level of energy $e$, coupled with strength $g\neq0$ to one boson mode of energy $\Omega>0$, which can hold any number of bosons. The GW self-energy at frequency $w$ is $\Sigma(w;E)=g^2/(w-E+\Omega)$, where $E$ is the level energy used in the Green's function. G0W0 sets $E=e$; evGW0 requires $E$ to solve its own Dyson equation. Quasiparticle and satellite then lie $\sqrt{\Omega^2+4g^2}$ apart in G0W0 and $\Omega+g^2/\Omega$ apart in evGW0. The exact spacing is $\Omega$, and evGW0 is closer to it exactly when $g^2<2\Omega^2$.

**Q:** Is that self-energy derived?

**A:** No, it is postulated. It describes a hole that emits and reabsorbs one boson, with $g$ and $\Omega$ held fixed, as the screened interaction is in evGW0. Everything is real, without broadening. `IsDysonRoot e g Ω E w` says that $w$ is off the pole and satisfies $w=e+\Sigma(w;E)$.

In Lean 4 with Mathlib:

```lean
import Mathlib

open Polynomial

namespace OneBosonGW

noncomputable section

/-- The one-boson GW self-energy of an occupied level, built with the level energy `E` in the
Green's function; the formula is physically meaningful only for `w ≠ E - Ω`. -/
def selfEnergy (g Ω E w : ℝ) : ℝ := g ^ 2 / (w - E + Ω)

/-- The frequency `w` lies off the pole of the self-energy and solves the Dyson equation
`w = e + Σ(w; E)`. -/
def IsDysonRoot (e g Ω E w : ℝ) : Prop :=
  w - E + Ω ≠ 0 ∧ w = e + selfEnergy g Ω E w
```

**Q:** Does clearing the denominator add a false root?

**A:** Not for $g\ne0$. The equation becomes
$$(w-e)(w-E+\Omega)=g^2,$$
and a vanishing denominator would give $0=g^2$. The two directions of the proof are these two remarks.

```lean
/-- At nonzero coupling the Dyson equation is equivalent to a quadratic equation in the
frequency. -/
theorem isDysonRoot_iff {e g Ω E w : ℝ} (hg : g ≠ 0) :
    IsDysonRoot e g Ω E w ↔ (w - e) * (w - E + Ω) = g ^ 2 := by
  unfold IsDysonRoot selfEnergy
  constructor
  · rintro ⟨h, hw⟩
    have h1 : w - e = g ^ 2 / (w - E + Ω) := by linarith
    exact (eq_div_iff h).1 h1
  · intro hw
    have h : w - E + Ω ≠ 0 := by
      intro h0
      rw [h0, mul_zero] at hw
      exact pow_ne_zero 2 hg hw.symm
    have h1 : w - e = g ^ 2 / (w - E + Ω) := (eq_div_iff h).2 hw
    exact ⟨h, by linarith⟩
```

**Q:** Where does self-consistency enter?

**A:** Set $w=E$. The denominator is then $\Omega$, so $E=e+g^2/\Omega$. The theorem identifies the fixed point; it does not say that an iteration converges to it.

```lean
/-- Eigenvalue self-consistency: the energy `E` solves the Dyson equation built with `E` itself
exactly when `E = e + g² / Ω`. -/
theorem evGW0_fixedPoint {e g Ω E : ℝ} (hΩ : Ω ≠ 0) :
    IsDysonRoot e g Ω E E ↔ E = e + g ^ 2 / Ω := by
  unfold IsDysonRoot selfEnergy
  rw [sub_self, zero_add]
  exact ⟨fun h => h.2, fun h => ⟨hΩ, h⟩⟩
```

**Q:** And the satellite?

**A:** The fixed-point condition reads $g^2=(E-e)\Omega$. Substituting it gives
$$(w-e)(w-E+\Omega)-g^2=(w-E)(w-e+\Omega),$$
so the roots are $E$ and $e-\Omega$. This identity is `key` in the proof.

The hypothesis $g\neq0$ matters here. With $e=0$, $\Omega=1$, $g=0$, the fixed point is $E=0$, but $w=e-\Omega=-1$ sits on the excluded point $w-E+\Omega=0$ and is not a root.

```lean
/-- At nonzero coupling and at the evGW0 fixed point `E`, the Dyson equation has exactly the roots
`E` and `e - Ω`. -/
theorem evGW0_roots {e g Ω E w : ℝ} (hg : g ≠ 0) (hE : IsDysonRoot e g Ω E E) :
    IsDysonRoot e g Ω E w ↔ w = E ∨ w = e - Ω := by
  have hE' := (isDysonRoot_iff hg).1 hE
  rw [isDysonRoot_iff hg]
  -- the fixed-point condition factors the quadratic
  have key : (w - E) * (w - (e - Ω)) = (w - e) * (w - E + Ω) - g ^ 2 := by
    linear_combination -hE'
  constructor
  · intro h
    have h0 : (w - E) * (w - (e - Ω)) = 0 := by rw [key, h, sub_self]
    rcases mul_eq_zero.1 h0 with h | h
    · left; linarith
    · right; linarith
  · intro h
    have h0 : (w - E) * (w - (e - Ω)) = 0 := by
      rcases h with h | h <;> rw [h] <;> ring
    linarith
```

**Q:** What about G0W0?

**A:** With $E=e$ and $x=w-e$, the equation is $x^2+\Omega x-g^2=0$, so $x=(-\Omega\pm\sqrt{\Omega^2+4g^2})/2$. The proof names the square root `s` and factors the quadratic using $s^2=\Omega^2+4g^2$.

```lean
/-- At nonzero coupling the G0W0 Dyson equation, built with the bare energy `e`, has exactly the two
roots `e + (-Ω ± √(Ω² + 4g²)) / 2`. -/
theorem g0w0_roots {e g Ω w : ℝ} (hg : g ≠ 0) :
    IsDysonRoot e g Ω e w ↔ w = e + (-Ω + Real.sqrt (Ω ^ 2 + 4 * g ^ 2)) / 2 ∨
      w = e + (-Ω - Real.sqrt (Ω ^ 2 + 4 * g ^ 2)) / 2 := by
  rw [isDysonRoot_iff hg]
  have hs : Real.sqrt (Ω ^ 2 + 4 * g ^ 2) ^ 2 = Ω ^ 2 + 4 * g ^ 2 :=
    Real.sq_sqrt (by positivity)
  generalize Real.sqrt (Ω ^ 2 + 4 * g ^ 2) = s at hs ⊢
  have key : (w - (e + (-Ω + s) / 2)) * (w - (e + (-Ω - s) / 2))
      = (w - e) * (w - e + Ω) - g ^ 2 := by
    linear_combination (-(1 / 4 : ℝ)) * hs
  constructor
  · intro h
    rw [h, sub_self] at key
    rcases mul_eq_zero.1 key with h | h
    · left; linarith
    · right; linarith
  · intro h
    have h0 : (w - (e + (-Ω + s) / 2)) * (w - (e + (-Ω - s) / 2)) = 0 := by
      rcases h with h | h <;> rw [h] <;> ring
    linarith
```

**Q:** Then how are the spacings compared?

**A:** Both exceed $\Omega$, so the smaller one is closer. With $q=g^2/\Omega>0$, squaring gives
$$(\Omega+q)^2<\Omega^2+4\Omega q\iff q^2<2\Omega q\iff q<2\Omega\iff g^2<2\Omega^2.$$
In the theorem, `u₁ < u₂` are the G0W0 roots and `v₁ < v₂` the evGW0 roots. The proof runs through the possible assignments of roots, and the ordering leaves only the right one. For satellite spectra, this means that within this one-level, one-boson model, updating the eigenvalues helps the spacing at weak coupling and worsens it once $g^2>2\Omega^2$.

```lean
/-- For nonzero coupling and positive boson energy, the two evGW0 roots are `Ω + g²/Ω` apart and the
two G0W0 roots `√(Ω² + 4g²)`; the evGW0 separation is the closer one to the boson energy `Ω` exactly
when `g² < 2Ω²`. -/
theorem evGW0_separation_closer_iff {e g Ω E u₁ u₂ v₁ v₂ : ℝ} (hΩ : 0 < Ω) (hg : g ≠ 0)
    (hE : IsDysonRoot e g Ω E E)
    (hu₁ : IsDysonRoot e g Ω e u₁) (hu₂ : IsDysonRoot e g Ω e u₂) (hu : u₁ < u₂)
    (hv₁ : IsDysonRoot e g Ω E v₁) (hv₂ : IsDysonRoot e g Ω E v₂) (hv : v₁ < v₂) :
    v₂ - v₁ = Ω + g ^ 2 / Ω ∧ u₂ - u₁ = Real.sqrt (Ω ^ 2 + 4 * g ^ 2) ∧
      (|(v₂ - v₁) - Ω| < |(u₂ - u₁) - Ω| ↔ g ^ 2 < 2 * Ω ^ 2) := by
  have hEe := (evGW0_fixedPoint hΩ.ne').1 hE
  have hg2 : 0 < g ^ 2 := by positivity
  have hq : 0 < g ^ 2 / Ω := div_pos hg2 hΩ
  have hqΩ : g ^ 2 / Ω * Ω = g ^ 2 := div_mul_cancel₀ _ hΩ.ne'
  have hs : Ω < Real.sqrt (Ω ^ 2 + 4 * g ^ 2) :=
    (Real.lt_sqrt hΩ.le).2 (by linarith)
  have hV : v₂ - v₁ = Ω + g ^ 2 / Ω := by
    rcases (evGW0_roots hg hE).1 hv₁ with h1 | h1 <;>
      rcases (evGW0_roots hg hE).1 hv₂ with h2 | h2 <;> linarith
  have hU : u₂ - u₁ = Real.sqrt (Ω ^ 2 + 4 * g ^ 2) := by
    rcases (g0w0_roots hg).1 hu₁ with h1 | h1 <;>
      rcases (g0w0_roots hg).1 hu₂ with h2 | h2 <;> linarith
  refine ⟨hV, hU, ?_⟩
  rw [hV, hU, abs_of_pos (by linarith), abs_of_pos (by linarith), sub_lt_sub_iff_right,
    Real.lt_sqrt (by linarith)]
  -- compare the squares, with the level shift `q = g² / Ω`
  generalize g ^ 2 / Ω = q at hq hqΩ ⊢
  constructor
  · intro h
    have h1 : q * q < q * (2 * Ω) := by nlinarith
    have h2 : q < 2 * Ω := lt_of_mul_lt_mul_left h1 hq.le
    nlinarith
  · intro h
    have h1 : q * Ω < 2 * Ω * Ω := by nlinarith
    have h2 : q < 2 * Ω := lt_of_mul_lt_mul_right h1 hΩ.le
    have h3 : q * q < q * (2 * Ω) := mul_lt_mul_of_pos_left h2 hq
    nlinarith
```

**Q:** In that theorem $\Omega$ is just a number. Why call it exact?

**A:** Because of a separate operator calculation. Let $b$ lower and $c$ raise the boson number, with $bc-cb=1$. The removal operator is
$$R=e-\Omega\,cb-g(b+c),$$
the level energy minus the boson Hamiltonian in the presence of the hole.

First comes the ladder. If $b\psi=0$ and $\psi\neq0$, induction gives $cb\,c^n\psi=n\,c^n\psi$. Also $b\,c^{n+1}\psi=(n+1)c^n\psi\neq0$, so no raised state vanishes.

```lean
variable {V : Type*} [AddCommGroup V] [Module ℝ V]

/-- The operator of exact removal energies: the level energy `e` minus the boson Hamiltonian
`Ω c b + g (b + c)` in the presence of the hole, with `b` lowering and `c` raising. -/
def removalOperator (e g Ω : ℝ) (b c : Module.End ℝ V) : Module.End ℝ V :=
  e • 1 - Ω • (c * b) - g • (b + c)

/-- Raising a vacuum `n` times gives a nonzero state with boson number `n`. -/
theorem number_ladder {b c : Module.End ℝ V} (h : b * c - c * b = 1) {ψ : V}
    (hψ : b ψ = 0) (h0 : ψ ≠ 0) (n : ℕ) :
    (c ^ n) ψ ≠ 0 ∧ c (b ((c ^ n) ψ)) = (n : ℝ) • (c ^ n) ψ := by
  have h' : ∀ v, b (c v) = c (b v) + v := by
    intro v
    have h1 : b (c v) - c (b v) = v := LinearMap.congr_fun h v
    rw [← sub_eq_iff_eq_add']
    exact h1
  induction n with
  | zero => simp [hψ, h0]
  | succ k ih =>
    obtain ⟨hne, hk⟩ := ih
    rw [pow_succ', Module.End.mul_apply]
    constructor
    · -- lowering the raised state returns a nonzero multiple of the previous one
      intro hz
      have hd := h' ((c ^ k) ψ)
      rw [hz, map_zero, hk] at hd
      have h2 : ((k : ℝ) + 1) • (c ^ k) ψ = 0 := by
        rw [add_smul, one_smul]
        exact hd.symm
      rcases smul_eq_zero.1 h2 with h3 | h3
      · have : (0 : ℝ) < (k : ℝ) + 1 := by positivity
        linarith
      · exact hne h3
    · rw [h', hk, map_add, map_smul]
      push_cast
      module
```

**Q:** But the hole displaces the boson.

**A:** So shift both operators: $b'=b+g/\Omega$ and $c'=c+g/\Omega$ have the same commutator, and completing the square gives
$$R=e+\frac{g^2}{\Omega}-\Omega\,c'b'.$$
On a displaced vacuum, where $b\psi=-(g/\Omega)\psi$, the ladder yields removal energies $e+g^2/\Omega-n\Omega$, spaced by $\Omega$. The case $n=0$ is the evGW0 quasiparticle energy.

```lean
/-- Raising the displaced vacuum `n` times with the shifted operator `c + g/Ω` gives a nonzero
eigenstate with exact removal energy `e + g²/Ω - nΩ`. -/
theorem exact_removal_energies {e g Ω : ℝ} (hΩ : Ω ≠ 0) {b c : Module.End ℝ V}
    (h : b * c - c * b = 1) {ψ : V} (hψ : b ψ = (-(g / Ω)) • ψ) (h0 : ψ ≠ 0) (n : ℕ) :
    ((c + (g / Ω) • 1) ^ n) ψ ≠ 0 ∧
      removalOperator e g Ω b c (((c + (g / Ω) • 1) ^ n) ψ)
        = (e + g ^ 2 / Ω - n * Ω) • ((c + (g / Ω) • 1) ^ n) ψ := by
  obtain ⟨γ, hγ⟩ : ∃ γ, γ = g / Ω := ⟨_, rfl⟩
  have hg : g = Ω * γ := by rw [hγ]; field_simp
  have hg2 : g ^ 2 / Ω = Ω * γ ^ 2 := by rw [hg]; field_simp
  rw [← hγ] at hψ ⊢
  rw [hg2]
  -- the shifted operators obey the same commutation relation
  have hshift : (b + γ • 1) * (c + γ • 1) - (c + γ • 1) * (b + γ • 1) = b * c - c * b := by
    simp only [add_mul, mul_add, smul_mul_assoc, mul_smul_comm, one_mul, mul_one, smul_add]
    module
  have hc : (b + γ • 1) * (c + γ • 1) - (c + γ • 1) * (b + γ • 1) = 1 := hshift.trans h
  have hv : (b + γ • (1 : Module.End ℝ V)) ψ = 0 := by
    rw [LinearMap.add_apply, LinearMap.smul_apply, Module.End.one_apply, hψ]
    module
  obtain ⟨hne, hn⟩ := number_ladder hc hv h0 n
  refine ⟨hne, ?_⟩
  generalize ((c + γ • (1 : Module.End ℝ V)) ^ n) ψ = φ at hn ⊢
  -- completing the square
  simp only [LinearMap.add_apply, LinearMap.smul_apply, Module.End.one_apply, map_add,
    map_smul] at hn
  simp only [removalOperator, LinearMap.sub_apply, LinearMap.add_apply, LinearMap.smul_apply,
    Module.End.one_apply, Module.End.mul_apply]
  rw [hg]
  linear_combination (norm := module) (-Ω) • hn

/-- The evGW0 fixed point is the exact removal energy of the displaced vacuum. -/
theorem evGW0_quasiparticle_exact {e g Ω E : ℝ} (hΩ : Ω ≠ 0) (hE : IsDysonRoot e g Ω E E)
    {b c : Module.End ℝ V} (h : b * c - c * b = 1) {ψ : V}
    (hψ : b ψ = (-(g / Ω)) • ψ) (h0 : ψ ≠ 0) :
    removalOperator e g Ω b c ψ = E • ψ := by
  have h1 := (exact_removal_energies (e := e) hΩ h hψ h0 0).2
  simp only [pow_zero, Module.End.one_apply, Nat.cast_zero, zero_mul, sub_zero] at h1
  rw [(evGW0_fixedPoint hΩ).1 hE]
  exact h1
```

**Q:** Is `V` a Hilbert space?

**A:** No, only a real vector space. There is no inner product, $c$ is not assumed to be the adjoint of $b$, and neither spectral weights nor completeness of these eigenstates is covered.

**Q:** Do such operators exist at all?

**A:** Yes, on real polynomials in $X$. With $\gamma=g/\Omega$, take $b=d/dX-\gamma$ and $c=X-\gamma$. The product rule gives the commutator, and the constant polynomial $1$ is the displaced vacuum.

```lean
/-- The lowering operator on polynomials: the derivative shifted by `-γ`. -/
def polyLower (γ : ℝ) : Module.End ℝ ℝ[X] := Polynomial.derivative - γ • 1

/-- The raising operator on polynomials: multiplication by `X` shifted by `-γ`. -/
def polyRaise (γ : ℝ) : Module.End ℝ ℝ[X] := LinearMap.mulLeft ℝ (X : ℝ[X]) - γ • 1

/-- The shifted operators on polynomials obey the boson commutation relation, and the constant
polynomial `1` is a displaced vacuum for them. -/
theorem exact_removal_energies_witness (γ : ℝ) :
    polyLower γ * polyRaise γ - polyRaise γ * polyLower γ = 1 ∧
      polyLower γ (1 : ℝ[X]) = (-γ) • (1 : ℝ[X]) ∧ (1 : ℝ[X]) ≠ 0 := by
  refine ⟨?_, ?_, one_ne_zero⟩
  · apply LinearMap.ext
    intro p
    simp only [polyLower, polyRaise, LinearMap.sub_apply, Module.End.mul_apply,
      LinearMap.smul_apply, Module.End.one_apply, LinearMap.mulLeft_apply,
      Polynomial.derivative_mul, Polynomial.derivative_X, mul_sub, mul_smul_comm, one_mul]
    module
  · simp [polyLower]

end

end OneBosonGW
```

```lean
#print axioms OneBosonGW.evGW0_separation_closer_iff
#print axioms OneBosonGW.evGW0_quasiparticle_exact
```

```
'OneBosonGW.evGW0_separation_closer_iff' depends on axioms: [propext, Classical.choice, Quot.sound]
'OneBosonGW.evGW0_quasiparticle_exact' depends on axioms: [propext, Classical.choice, Quot.sound]
```
